# The exact density functional of a three-site chain with nearest-neighbour exclusion

If the entropy of a lattice gas is added up site by site, configurations that exclusion forbids are counted as well. Take three sites in a row, each occupied half of the time, with no two neighbours occupied together. The site-by-site entropy is $3\log 2$. The gas has only two configurations available at these densities, outer sites full or middle site full, and its entropy is $\log 2$. A free energy built on the first number is wrong even for this small system.

The problems below find the largest entropy compatible with given densities $a$, $b$, $c$ of the left, middle and right site. Its negative is the intrinsic free energy of classical density functional theory in units of $k_BT$, here for three sites with no interaction besides the exclusion. It can serve as a reference value for approximate lattice functionals on this chain.

## Ensembles, entropy and reference weights

```lean
import Mathlib

open Finset

namespace ThreeSiteExclusion

noncomputable section
```

Write $h(x)=x\log x$ with the natural logarithm and $h(0)=0$; the letter has nothing to do with Planck's constant.

```lean
/-- The function `x log x`, with value `0` at `x = 0`. -/
def h (x : ℝ) : ℝ := x * Real.log x
```

An ensemble gives each configuration a probability $p_{xyz}$, where 1 means occupied (`true`) and 0 means empty (`false`). The fields of `IsEnsemble` require non-negative weights, exclusion on both bonds, total weight one and the three prescribed densities.

```lean
/-- `p x y z` is a probability distribution over the occupations of three sites in a row,
without occupied neighbours, and with mean occupations `a`, `b`, `c`. -/
structure IsEnsemble (p : Bool → Bool → Bool → ℝ) (a b c : ℝ) : Prop where
  nonneg : ∀ x y z, 0 ≤ p x y z
  excl_left : ∀ z, p true true z = 0
  excl_right : ∀ x, p x true true = 0
  total : ∑ x, ∑ y, ∑ z, p x y z = 1
  left : ∑ y, ∑ z, p true y z = a
  middle : ∑ x, ∑ z, p x true z = b
  right : ∑ x, ∑ y, p x y true = c
```

The quantity to be minimised is the sum of $h$ over all eight configurations, which is minus the entropy with $k_B=1$.

```lean
/-- The negative entropy `∑ p log p` of a distribution over the configurations. -/
def negEntropy (p : Bool → Bool → Bool → ℝ) : ℝ := ∑ x, ∑ y, ∑ z, h (p x y z)
```

The next definition is a candidate for the minimum, a function of the densities alone. At this stage it is only a formula.

```lean
/-- The density functional of the three-site chain with nearest-neighbour exclusion. -/
def functional (a b c : ℝ) : ℝ :=
  h a + h b + h c + h (1 - a - b) + h (1 - b - c) - h (1 - b)
```

The ensemble `markov` makes the outer sites independent once the middle site is known to be empty. Lean reads a quotient by zero as 0, which at $b=1$ gives the correct weights, since the middle site is then always occupied.

```lean
/-- For non-negative densities with `a + b ≤ 1` and `b + c ≤ 1`, the distribution with these
densities in which the outer sites are independent once the middle site is known to be empty. The
quotients are meant for `b ≠ 1`; at `b = 1` they are read as `0`. -/
def markov (a b c : ℝ) : Bool → Bool → Bool → ℝ
  | true, false, true => a * c / (1 - b)
  | true, false, false => a * (1 - b - c) / (1 - b)
  | false, false, true => (1 - a - b) * c / (1 - b)
  | false, false, false => (1 - a - b) * (1 - b - c) / (1 - b)
  | false, true, false => b
  | false, true, true => 0
  | true, true, _ => 0
```

Finally, `gap` compares one weight with a reference weight. It is a relative-entropy term and not an energy gap, and its arguments $x$, $y$, $m$ are real numbers, not occupations. In the formulas below, as in Lean, $\log 0$ and any quotient by zero are read as 0. Under the conditions of (a), a logarithm of zero is always multiplied by a weight $p=0$.

```lean
/-- The relative-entropy term of a weight `p` against the reference weight `x y / m`, meant for
`p ≥ 0` and positive `x`, `y`, `m`; `log 0` and a quotient by zero are read as `0`. -/
def gap (p x y m : ℝ) : ℝ :=
  h p - p * (Real.log x + Real.log y - Real.log m) - p + x * y / m
```

## (a) The sign of one relative-entropy term

**Task.** Let $0\le p\le x\le m$ and $p\le y$. Show that

$$g(p;x,y,m)=h(p)-p(\log x+\log y-\log m)-p+\frac{xy}{m}\;\ge 0,$$

with equality exactly when $p=xy/m$.

**Solution.** Put $q=xy/m$. If $p=0$, then $g=q\ge0$, which vanishes exactly when $q=0=p$. If $p>0$, then $x$, $y$, $m$ and $q$ are positive. With $t=q/p$,

$$g=p\log p-p\log q-p+q=p\,(t-1-\log t).$$

Since $\log t<t-1$ for positive $t\neq1$, this is positive unless $q=p$, where it is zero.

The Lean proof makes the same case split. It takes the strict inequality from `Real.log_lt_sub_one_of_pos` and multiplies it by $p$.

```lean
/-- For `0 ≤ p`, `p ≤ x ≤ m` and `p ≤ y`, the relative-entropy term is non-negative, and it
vanishes exactly when `p` equals the reference weight. -/
theorem gap_nonneg_and_eq_zero_iff {p x y m : ℝ} (hp : 0 ≤ p) (hx : p ≤ x) (hy : p ≤ y)
    (hm : x ≤ m) : 0 ≤ gap p x y m ∧ (gap p x y m = 0 ↔ p = x * y / m) := by
  rcases hp.eq_or_lt with h0 | h0
  · -- a configuration of probability zero contributes only its reference weight
    subst h0
    have hg : gap 0 x y m = x * y / m := by simp [gap, h]
    rw [hg]
    exact ⟨div_nonneg (mul_nonneg hx hy) (hx.trans hm), eq_comm⟩
  · have x0 : 0 < x := h0.trans_le hx
    have y0 : 0 < y := h0.trans_le hy
    have m0 : 0 < m := x0.trans_le hm
    have hq : 0 < x * y / m := div_pos (mul_pos x0 y0) m0
    have hlog : Real.log (x * y / m) = Real.log x + Real.log y - Real.log m := by
      rw [Real.log_div (mul_pos x0 y0).ne' m0.ne', Real.log_mul x0.ne' y0.ne']
    by_cases e : p = x * y / m
    · have hz : gap p x y m = 0 := by
        unfold gap h
        rw [← hlog, ← e]
        ring
      exact ⟨hz.ge, fun _ => e, fun _ => hz⟩
    · -- the strict inequality log t < t - 1 at t = (x y / m) / p
      have hl := Real.log_lt_sub_one_of_pos (div_pos hq h0)
        (fun e1 => e ((div_eq_one_iff_eq h0.ne').1 e1).symm)
      rw [Real.log_div hq.ne' h0.ne', hlog] at hl
      have h2 := mul_lt_mul_of_pos_left hl h0
      have h3 : ∀ q : ℝ, p * (q / p - 1) = q - p := fun q => by field_simp
      rw [h3] at h2
      have hpos : 0 < gap p x y m := by
        unfold gap h
        linarith
      exact ⟨hpos.le, fun e0 => absurd e0 hpos.ne', fun e1 => absurd e1 e⟩
```

## (b) What the densities fix

**Task.** Show that every ensemble with densities $a,b,c$ satisfies $p_{010}=b$ and

$$\begin{aligned}p_{101}+p_{100}&=a, & p_{001}+p_{000}&=1-a-b,\\ p_{101}+p_{001}&=c, & p_{100}+p_{000}&=1-b-c.\end{aligned}$$

**Solution.** Exclusion removes 110, 111 and 011. The middle density then has the single contribution $p_{010}$, and the outer densities give the two equations on the left. Normalisation leaves

$$p_{101}+p_{100}+p_{001}+p_{000}=1-b.$$

Subtracting the equation for $a$, and then the one for $c$, gives the two on the right. The four weights with an empty middle site thus form a two-by-two table with fixed margins.

In Lean the sums are expanded and `linarith` does the subtractions.

```lean
/-- The densities fix the weight of the configuration with the middle site occupied, and the
row and column sums of the four weights with the middle site empty. -/
theorem IsEnsemble.marginals {p : Bool → Bool → Bool → ℝ} {a b c : ℝ}
    (hp : IsEnsemble p a b c) :
    p true false true + p true false false = a ∧ p false true false = b ∧
    p true false true + p false false true = c ∧
    p false false true + p false false false = 1 - a - b ∧
    p true false false + p false false false = 1 - b - c := by
  have e1 := hp.excl_left true
  have e2 := hp.excl_left false
  have e3 := hp.excl_right false
  have t := hp.total
  have l := hp.left
  have m := hp.middle
  have r := hp.right
  simp only [Fintype.sum_bool] at t l m r
  refine ⟨?_, ?_, ?_, ?_, ?_⟩ <;> linarith
```

## (c) The excess over the candidate

**Task.** Abbreviate $u=1-a-b$, $v=1-b-c$, $m=1-b$, and let

$$F(a,b,c)=h(a)+h(b)+h(c)+h(u)+h(v)-h(m)$$

be the candidate `functional`. Show for every ensemble that

$$\sum_{xyz}h(p_{xyz})-F=g(p_{101};a,c,m)+g(p_{100};a,v,m)+g(p_{001};u,c,m)+g(p_{000};u,v,m).$$

**Solution.** Collect the logarithms on the right-hand side. By (b), $\log a$ is multiplied by $p_{101}+p_{100}=a$, $\log c$ by $c$, $\log u$ by $u$, $\log v$ by $v$, and $\log m$ by the total $m$. They contribute

$$-h(a)-h(c)-h(u)-h(v)+h(m).$$

The linear terms $-p$ add up to $-m$. Because $a+u=c+v=m$, the reference weights add up to

$$\frac{ac+av+uc+uv}{m}=\frac{(a+u)(c+v)}{m}=m,$$

so the two cancel. What remains is the sum of $h$ over the four weights plus the logarithmic contribution. Adding and subtracting $h(b)=h(p_{010})$ gives the left-hand side.

The coefficients in `linear_combination` are these logarithms, each multiplying its margin equation; `hq` is the sum of the reference weights.

```lean
/-- The negative entropy of an ensemble exceeds the density functional by the sum of four
relative-entropy terms, one for each configuration with the middle site empty. -/
theorem negEntropy_sub_functional {p : Bool → Bool → Bool → ℝ} {a b c : ℝ}
    (hp : IsEnsemble p a b c) :
    negEntropy p - functional a b c =
      gap (p true false true) a c (1 - b) + gap (p true false false) a (1 - b - c) (1 - b)
      + gap (p false false true) (1 - a - b) c (1 - b)
      + gap (p false false false) (1 - a - b) (1 - b - c) (1 - b) := by
  obtain ⟨ha, hb, hc, hu, hv⟩ := hp.marginals
  -- the reference weights add up to the probability of an empty middle site
  have hq : a * c / (1 - b) + a * (1 - b - c) / (1 - b) + (1 - a - b) * c / (1 - b)
      + (1 - a - b) * (1 - b - c) / (1 - b) = 1 - b := by
    rw [← add_div, ← add_div, ← add_div,
      show a * c + a * (1 - b - c) + (1 - a - b) * c + (1 - a - b) * (1 - b - c)
        = (1 - b) * (1 - b) by ring, mul_self_div_self]
  simp only [negEntropy, Fintype.sum_bool, hp.excl_left, hp.excl_right, hb, gap, functional,
    h, zero_mul]
  linear_combination Real.log a * ha + Real.log c * hc + Real.log (1 - a - b) * hu
    + Real.log (1 - b - c) * hv - Real.log (1 - b) * (ha + hu) + (ha + hu) - hq
```

## (d) The lower bound and its only minimiser

**Task.** Let $w$ be the ensemble `markov a b c`, with $w_{010}=b$,

$$w_{101}=\frac{ac}{m},\quad w_{100}=\frac{av}{m},\quad w_{001}=\frac{uc}{m},\quad w_{000}=\frac{uv}{m},$$

and zero elsewhere. Show that every ensemble $p$ with densities $a,b,c$ obeys

$$F(a,b,c)\le\sum_{xyz}h(p_{xyz}),\qquad\text{with equality exactly when }p=w.$$

**Solution.** Each weight in the table is at most its row sum and its column sum, and each row sum, $a$ or $u$, is at most $m$. Part (a) therefore applies to all four terms in (c), and the excess is non-negative. It vanishes exactly when every term does, so that each weight equals its reference weight. The weight $p_{010}=b$ is fixed anyway.

The facts `g1` to `g4` are the four uses of (a). The case split over occupations then assembles the equality of the two distributions.

```lean
/-- The density functional bounds the negative entropy of every ensemble with the given
densities from below, with equality only for the distribution `markov a b c`. -/
theorem functional_le_and_eq_iff {p : Bool → Bool → Bool → ℝ} {a b c : ℝ}
    (hp : IsEnsemble p a b c) :
    functional a b c ≤ negEntropy p ∧
      (negEntropy p = functional a b c ↔ p = markov a b c) := by
  obtain ⟨ha, hb, hc, hu, hv⟩ := hp.marginals
  have n1 := hp.nonneg true false true
  have n2 := hp.nonneg true false false
  have n3 := hp.nonneg false false true
  have n4 := hp.nonneg false false false
  have g1 := gap_nonneg_and_eq_zero_iff (x := a) (y := c) (m := 1 - b) n1
    (by linarith) (by linarith) (by linarith)
  have g2 := gap_nonneg_and_eq_zero_iff (x := a) (y := 1 - b - c) (m := 1 - b) n2
    (by linarith) (by linarith) (by linarith)
  have g3 := gap_nonneg_and_eq_zero_iff (x := 1 - a - b) (y := c) (m := 1 - b) n3
    (by linarith) (by linarith) (by linarith)
  have g4 := gap_nonneg_and_eq_zero_iff (x := 1 - a - b) (y := 1 - b - c) (m := 1 - b) n4
    (by linarith) (by linarith) (by linarith)
  have hs := negEntropy_sub_functional hp
  refine ⟨by linarith [g1.1, g2.1, g3.1, g4.1], fun he => ?_, fun he => ?_⟩
  · -- a vanishing sum of non-negative terms vanishes term by term
    have e1 := g1.2.1 (by linarith [g1.1, g2.1, g3.1, g4.1])
    have e2 := g2.2.1 (by linarith [g1.1, g2.1, g3.1, g4.1])
    have e3 := g3.2.1 (by linarith [g1.1, g2.1, g3.1, g4.1])
    have e4 := g4.2.1 (by linarith [g1.1, g2.1, g3.1, g4.1])
    funext x y z
    cases x <;> cases y <;> cases z <;>
      simp only [markov, e1, e2, e3, e4, hb, hp.excl_left, hp.excl_right]
  · have e1 := g1.2.2 (by simp only [he, markov])
    have e2 := g2.2.2 (by simp only [he, markov])
    have e3 := g3.2.2 (by simp only [he, markov])
    have e4 := g4.2.2 (by simp only [he, markov])
    linarith
```

## (e) The conditionally independent ensemble is admissible

**Task.** For $a,b,c\ge0$, $a+b\le1$ and $b+c\le1$, show that $w$ is a normalised, non-negative ensemble obeying exclusion, with

$$w_{101}+w_{100}=a,\qquad w_{010}=b,\qquad w_{101}+w_{001}=c.$$

**Solution.** All factors are non-negative, and the forbidden weights are zero by definition. For $b<1$,

$$\frac{a(c+v)}{m}=a,\qquad \frac{(a+u)c}{m}=c,\qquad \frac{(a+u)(c+v)}{m}+b=m+b=1.$$

At $b=1$ the inequalities force $a=c=0$, and only $w_{010}=1$ remains.

The auxiliary statement `key` handles both cases: it cancels $1-b$ for any number between 0 and $1-b$.

```lean
/-- For non-negative densities with `a + b ≤ 1` and `b + c ≤ 1`, the distribution
`markov a b c` is an ensemble with densities `a`, `b`, `c`. -/
theorem markov_isEnsemble {a b c : ℝ} (ha : 0 ≤ a) (hb : 0 ≤ b) (hc : 0 ≤ c)
    (hab : a + b ≤ 1) (hbc : b + c ≤ 1) : IsEnsemble (markov a b c) a b c := by
  have hu : 0 ≤ 1 - a - b := by linarith
  have hv : 0 ≤ 1 - b - c := by linarith
  have hm : 0 ≤ 1 - b := by linarith
  have q1 := div_nonneg (mul_nonneg ha hc) hm
  have q2 := div_nonneg (mul_nonneg ha hv) hm
  have q3 := div_nonneg (mul_nonneg hu hc) hm
  have q4 := div_nonneg (mul_nonneg hu hv) hm
  -- at b = 1 the outer sites are empty, so cancelling 1 - b is still correct
  have key : ∀ x : ℝ, 0 ≤ x → x ≤ 1 - b → x * (1 - b) / (1 - b) = x := by
    intro x h0 h1
    rcases eq_or_ne (1 - b) 0 with e | e
    · have hx : x = 0 := by linarith
      simp [hx]
    · field_simp
  have ka := key a ha (by linarith)
  have kc := key c hc (by linarith)
  have ku := key (1 - a - b) hu (by linarith)
  refine ⟨?_, fun z => rfl, ?_, ?_, ?_, ?_, ?_⟩
  · intro x y z
    cases x <;> cases y <;> cases z <;> simp only [markov, le_refl] <;> assumption
  · intro x
    cases x <;> rfl
  · simp only [Fintype.sum_bool, markov]
    linear_combination ka + ku
  · simp only [Fintype.sum_bool, markov]
    linear_combination ka
  · simp only [Fintype.sum_bool, markov]
    ring
  · simp only [Fintype.sum_bool, markov]
    linear_combination kc
```

## (f) Which densities occur

**Task.** Show that an ensemble with densities $a,b,c$ exists if and only if

$$a,b,c\ge0,\qquad a+b\le1,\qquad b+c\le1.$$

**Solution.** Given an ensemble, (b) writes $a$, $b$, $c$, $1-a-b$ and $1-b-c$ as sums of non-negative weights. Conversely, (e) supplies an ensemble. The Lean proof has these two halves.

```lean
/-- Densities come from an ensemble of the exclusion chain exactly when they are non-negative
and add up to at most one on each pair of neighbours. -/
theorem representable_iff (a b c : ℝ) :
    (∃ p, IsEnsemble p a b c) ↔ 0 ≤ a ∧ 0 ≤ b ∧ 0 ≤ c ∧ a + b ≤ 1 ∧ b + c ≤ 1 := by
  constructor
  · rintro ⟨p, hp⟩
    obtain ⟨ha, hb, hc, hu, hv⟩ := hp.marginals
    have n1 := hp.nonneg true false true
    have n2 := hp.nonneg true false false
    have n3 := hp.nonneg false false true
    have n4 := hp.nonneg false false false
    have n5 := hp.nonneg false true false
    refine ⟨?_, ?_, ?_, ?_, ?_⟩ <;> linarith
  · rintro ⟨ha, hb, hc, hab, hbc⟩
    exact ⟨_, markov_isEnsemble ha hb hc hab hbc⟩
```

## (g) The minimum

**Task.** Under the inequalities of (f), show that

$$\min_{p}\sum_{xyz}h(p_{xyz})=h(a)+h(b)+h(c)+h(1-a-b)+h(1-b-c)-h(1-b),$$

where $p$ runs over all ensembles with densities $a,b,c$.

**Solution.** By (e), $w$ is among the competitors, and by (d) it has the value $F$. Also by (d), no competitor lies lower. For $a=b=c=\tfrac12$ the formula gives $2h(\tfrac12)=-\log2$, in agreement with the two configurations counted at the start.

In Lean, `IsLeast` says that $F$ belongs to the set of attained values and bounds that set from below. Densities on the boundary are included.

```lean
/-- For non-negative densities with `a + b ≤ 1` and `b + c ≤ 1`, the minimum of `∑ p log p`
over all ensembles with these densities is the density functional. -/
theorem isLeast_functional {a b c : ℝ} (ha : 0 ≤ a) (hb : 0 ≤ b) (hc : 0 ≤ c)
    (hab : a + b ≤ 1) (hbc : b + c ≤ 1) :
    IsLeast {F | ∃ p, IsEnsemble p a b c ∧ negEntropy p = F} (functional a b c) := by
  have hp := markov_isEnsemble ha hb hc hab hbc
  refine ⟨⟨_, hp, (functional_le_and_eq_iff hp).2.2 rfl⟩, ?_⟩
  rintro F ⟨p, hp', rfl⟩
  exact (functional_le_and_eq_iff hp').1
```

## (h) The response to the middle density

**Task.** For $a\ge0$, $b>0$, $a+b<1$ and $b+c<1$, show that

$$\frac{\partial F}{\partial b}=\log\frac{b\,(1-b)}{(1-a-b)(1-b-c)}.$$

**Solution.** Since $h'(x)=\log x+1$ for $x>0$,

$$\frac{\partial F}{\partial b}=(\log b+1)-(\log u+1)-(\log v+1)+(\log m+1),$$

and the constants cancel. The strict inequalities, together with $a\ge0$, keep $b$, $u$, $v$ and $m$ positive.

For a gas in contact with a reservoir, one would set this derivative equal to the chemical potential minus the external potential on the middle site, in units of $k_BT$. That step rests on the further minimisation over densities, which is assumed here and not derived.

In Lean, `H` is the chain rule for $h(k-t)$, and the logarithm of the quotient is written as four separate logarithms.

```lean
/-- The derivative of the density functional with respect to the middle density, for `0 ≤ a`,
`0 < b`, `a + b < 1` and `b + c < 1`. -/
theorem hasDerivAt_functional_middle {a b c : ℝ} (ha : 0 ≤ a) (hb : 0 < b)
    (hab : a + b < 1) (hbc : b + c < 1) :
    HasDerivAt (fun t => functional a t c)
      (Real.log b + Real.log (1 - b) - Real.log (1 - a - b) - Real.log (1 - b - c)) b := by
  have H : ∀ k : ℝ, 0 < k - b →
      HasDerivAt (fun t => h (k - t)) (-(Real.log (k - b) + 1)) b := by
    intro k hk
    have d : HasDerivAt (fun t : ℝ => k - t) (-1) b := (hasDerivAt_id b).const_sub k
    have e : HasDerivAt h (Real.log (k - b) + 1) (k - b) := Real.hasDerivAt_mul_log hk.ne'
    exact (e.comp b d).congr_deriv (by ring)
  have db : HasDerivAt (fun t => h t) (Real.log b + 1) b := Real.hasDerivAt_mul_log hb.ne'
  have hf : (fun t => functional a t c) = fun t =>
      h a + h t + h c + h (1 - a - t) + h (1 - c - t) - h (1 - t) := by
    funext t
    simp only [functional, sub_right_comm (1 : ℝ) t c]
  rw [hf, sub_right_comm (1 : ℝ) b c]
  exact ((((((hasDerivAt_const b (h a)).fun_add db).fun_add
    (hasDerivAt_const b (h c))).fun_add (H (1 - a) (by linarith))).fun_add
    (H (1 - c) (by linarith))).fun_sub (H 1 (by linarith))).congr_deriv (by ring)

end

end ThreeSiteExclusion
```

```lean
#print axioms ThreeSiteExclusion.representable_iff
#print axioms ThreeSiteExclusion.isLeast_functional
#print axioms ThreeSiteExclusion.hasDerivAt_functional_middle
```

```
'ThreeSiteExclusion.representable_iff' depends on axioms: [propext, Classical.choice, Quot.sound]
'ThreeSiteExclusion.isLeast_functional' depends on axioms: [propext, Classical.choice, Quot.sound]
'ThreeSiteExclusion.hasDerivAt_functional_middle' depends on axioms: [propext, Classical.choice, Quot.sound]
```
